# On-site orbital self-repulsion on a lattice is bounded by the diagonal of the projector

Two orbitals that each occupy one of two sites, $(1,0)$ and $(0,1)$, have $\sum_{i,x}|w_i(x)|^4=2$, while their combinations $(1,\pm1)/\sqrt2$ span the same space and give $1$. For any orthonormal basis $w_1,\dots,w_N$ of the range of a Hermitian projector matrix $P$ on finitely many sites, with $N\ge1$, this sum lies between $\frac1N\sum_x P_{xx}^2$ and $\sum_x P_{xx}^2$.

In Lean 4 with Mathlib:

```lean
import Mathlib

open Matrix

namespace SelfRepulsionLocalization

noncomputable section

variable {X : Type*} [Fintype X] {N : ℕ}

/-- A projector matrix: Hermitian and idempotent. -/
def IsProjector (P : Matrix X X ℂ) : Prop := P.IsHermitian ∧ P * P = P

/-- The orbitals `w i`, functions on the sites, are orthonormal. -/
def IsOrthonormal (w : Fin N → X → ℂ) : Prop :=
  ∀ i j, star (w i) ⬝ᵥ w j = if i = j then 1 else 0

/-- The orbitals `w i` form an orthonormal basis of the range of `P`. -/
structure IsOrbitalBasis (P : Matrix X X ℂ) (w : Fin N → X → ℂ) : Prop where
  orthonormal : IsOrthonormal w
  span_eq : Submodule.span ℂ (Set.range w) = LinearMap.range P.mulVecLin

/-- The on-site self-repulsion: the sum of `|w i x| ^ 4` over orbitals and sites. -/
def selfRepulsion (w : Fin N → X → ℂ) : ℝ := ∑ i, ∑ x, ‖w i x‖ ^ 4

/-- The sum of the dyads `|w i⟩⟨w i|` over all orbitals. -/
def orbitalProjector (w : Fin N → X → ℂ) : Matrix X X ℂ :=
  Matrix.of fun x y => ∑ i, w i x * star (w i y)

/-- Two matrices that send every vector to the same image are equal. -/
theorem eq_of_mulVec {A B : Matrix X X ℂ} (h : ∀ v, A *ᵥ v = B *ᵥ v) : A = B := by
  classical
  exact Matrix.toLin'.injective
    (LinearMap.ext fun v => by simpa only [Matrix.toLin'_apply] using h v)

/-- The sum of dyads sends a vector `v` to the combination of the orbitals whose coefficients are
the overlaps `⟨w i|v⟩`. -/
theorem orbitalProjector_mulVec (w : Fin N → X → ℂ) (v : X → ℂ) :
    orbitalProjector w *ᵥ v = ∑ i, (star (w i) ⬝ᵥ v) • w i := by
  ext x
  simp only [orbitalProjector, Matrix.mulVec, dotProduct, Matrix.of_apply, Finset.sum_apply,
    Pi.smul_apply, smul_eq_mul, Pi.star_apply, Finset.sum_mul]
  rw [Finset.sum_comm]
  exact Finset.sum_congr rfl fun i _ => Finset.sum_congr rfl fun y _ => by ring

/-- For orthonormal orbitals, the sum of dyads leaves every combination of them unchanged. -/
theorem orbitalProjector_fixes {w : Fin N → X → ℂ} (hw : IsOrthonormal w) {u : X → ℂ}
    (hu : u ∈ Submodule.span ℂ (Set.range w)) : orbitalProjector w *ᵥ u = u := by
  induction hu using Submodule.span_induction with
  | mem u hu =>
    obtain ⟨j, rfl⟩ := hu
    rw [orbitalProjector_mulVec]
    simp [fun i => hw i j]
  | zero => simp
  | add a b _ _ ha hb => rw [Matrix.mulVec_add, ha, hb]
  | smul c a _ ha => rw [Matrix.mulVec_smul, ha]

/-- For orthonormal orbitals, the sum of dyads is a projector, and the orbitals are an
orthonormal basis of its range. -/
theorem orbitalProjector_spec {w : Fin N → X → ℂ} (hw : IsOrthonormal w) :
    IsProjector (orbitalProjector w) ∧ IsOrbitalBasis (orbitalProjector w) w := by
  have hmem : ∀ v, orbitalProjector w *ᵥ v ∈ Submodule.span ℂ (Set.range w) := fun v => by
    rw [orbitalProjector_mulVec]
    exact Submodule.sum_mem _ fun i _ =>
      Submodule.smul_mem _ _ (Submodule.subset_span ⟨i, rfl⟩)
  have hherm : (orbitalProjector w)ᴴ = orbitalProjector w := by
    ext x y
    simp only [Matrix.conjTranspose_apply, orbitalProjector, Matrix.of_apply, star_sum,
      star_mul, star_star]
  refine ⟨⟨hherm, eq_of_mulVec fun v => ?_⟩, hw, le_antisymm ?_ ?_⟩
  · rw [← Matrix.mulVec_mulVec, orbitalProjector_fixes hw (hmem v)]
  · intro u hu
    exact ⟨u, orbitalProjector_fixes hw hu⟩
  · rintro _ ⟨v, rfl⟩
    exact hmem v

/-- A projector is the sum of the dyads of any orthonormal basis of its range. -/
theorem projector_eq {P : Matrix X X ℂ} {w : Fin N → X → ℂ} (hP : IsProjector P)
    (hw : IsOrbitalBasis P w) : P = orbitalProjector w := by
  obtain ⟨⟨hherm, _⟩, hQ⟩ := orbitalProjector_spec hw.orthonormal
  -- each of the two projectors acts as the identity on the range of the other
  have hQP : orbitalProjector w * P = P := eq_of_mulVec fun v => by
    rw [← Matrix.mulVec_mulVec]
    apply orbitalProjector_fixes hw.orthonormal
    rw [hw.span_eq]
    exact ⟨v, rfl⟩
  have hPQ : P * orbitalProjector w = orbitalProjector w := eq_of_mulVec fun v => by
    have hv : orbitalProjector w *ᵥ v ∈ LinearMap.range P.mulVecLin := by
      rw [← hw.span_eq, hQ.span_eq]
      exact ⟨v, rfl⟩
    obtain ⟨u, hu⟩ := hv
    rw [Matrix.mulVecLin_apply] at hu
    rw [← Matrix.mulVec_mulVec, ← hu, Matrix.mulVec_mulVec, hP.2]
  have h := congrArg Matrix.conjTranspose hQP
  rw [Matrix.conjTranspose_mul, hP.1.eq, hherm.eq, hPQ] at h
  exact h.symm

/-- The diagonal of a projector is, in its real part, the total density of any orthonormal basis of
its range. -/
theorem diagonal_eq_density {P : Matrix X X ℂ} {w : Fin N → X → ℂ} (hP : IsProjector P)
    (hw : IsOrbitalBasis P w) (x : X) : (P x x).re = ∑ i, ‖w i x‖ ^ 2 := by
  rw [projector_eq hP hw]
  simp only [orbitalProjector, Matrix.of_apply, Complex.re_sum]
  refine Finset.sum_congr rfl fun i _ => ?_
  rw [Complex.sq_norm, Complex.normSq_apply]
  simp [Complex.mul_re]

/-- For an orthonormal basis of the range of a projector `P`, with `N` orbitals, `N` times the
self-repulsion exceeds the sum of `P x x ^ 2` by half the summed squared differences of the orbital
densities. -/
theorem lower_gap {P : Matrix X X ℂ} {w : Fin N → X → ℂ} (hP : IsProjector P)
    (hw : IsOrbitalBasis P w) :
    N * selfRepulsion w - ∑ x, (P x x).re ^ 2
      = 1 / 2 * ∑ x, ∑ i, ∑ j, (‖w i x‖ ^ 2 - ‖w j x‖ ^ 2) ^ 2 := by
  have point : ∀ r : Fin N → ℝ,
      ∑ i, ∑ j, (r i - r j) ^ 2 = 2 * (N * ∑ i, r i ^ 2 - (∑ i, r i) ^ 2) := fun r => by
    have e : ∀ i j, (r i - r j) ^ 2 = r i ^ 2 + r j ^ 2 - 2 * (r i * r j) :=
      fun i j => by ring
    simp only [e, Finset.sum_sub_distrib, Finset.sum_add_distrib, ← Finset.mul_sum,
      ← Finset.sum_mul, Finset.sum_const, Finset.card_univ, Fintype.card_fin, nsmul_eq_mul]
    ring
  have hS : selfRepulsion w = ∑ x, ∑ i, (‖w i x‖ ^ 2) ^ 2 := by
    unfold selfRepulsion
    rw [Finset.sum_comm]
    exact Finset.sum_congr rfl fun x _ => Finset.sum_congr rfl fun i _ => by ring
  have hx : ∀ x, ∑ i, ∑ j, (‖w i x‖ ^ 2 - ‖w j x‖ ^ 2) ^ 2
      = 2 * (N * ∑ i, (‖w i x‖ ^ 2) ^ 2 - (∑ i, ‖w i x‖ ^ 2) ^ 2) :=
    fun x => point fun i => ‖w i x‖ ^ 2
  simp only [hS, hx, diagonal_eq_density hP hw]
  rw [← Finset.mul_sum, Finset.sum_sub_distrib, ← Finset.mul_sum]
  ring

/-- For an orthonormal basis of the range of a projector `P`, the sum of `P x x ^ 2` exceeds the
self-repulsion by the summed density overlap of different orbitals. -/
theorem upper_gap {P : Matrix X X ℂ} {w : Fin N → X → ℂ} (hP : IsProjector P)
    (hw : IsOrbitalBasis P w) :
    ∑ x, (P x x).re ^ 2 - selfRepulsion w
      = ∑ x, ∑ i, ∑ j ∈ Finset.univ.erase i, ‖w i x‖ ^ 2 * ‖w j x‖ ^ 2 := by
  unfold selfRepulsion
  rw [Finset.sum_comm, ← Finset.sum_sub_distrib]
  refine Finset.sum_congr rfl fun x _ => ?_
  rw [diagonal_eq_density hP hw, sq, Finset.sum_mul, ← Finset.sum_sub_distrib]
  refine Finset.sum_congr rfl fun i _ => ?_
  -- split off the term in which the orbital meets itself
  rw [← Finset.mul_sum,
    ← Finset.add_sum_erase Finset.univ (fun j => ‖w j x‖ ^ 2) (Finset.mem_univ i)]
  ring

/-- For an orthonormal basis of the range of a projector `P`, the self-repulsion is at most the
sum of `P x x ^ 2`, and `N` times it is at least that sum. The lower bound is reached iff all
orbital densities coincide, the upper iff no two different orbitals share a site. -/
theorem selfRepulsion_bounds {P : Matrix X X ℂ} {w : Fin N → X → ℂ} (hP : IsProjector P)
    (hw : IsOrbitalBasis P w) :
    ∑ x, (P x x).re ^ 2 ≤ N * selfRepulsion w ∧
    selfRepulsion w ≤ ∑ x, (P x x).re ^ 2 ∧
    (N * selfRepulsion w = ∑ x, (P x x).re ^ 2 ↔ ∀ i j x, ‖w i x‖ ^ 2 = ‖w j x‖ ^ 2) ∧
    (selfRepulsion w = ∑ x, (P x x).re ^ 2 ↔
      ∀ i j x, i ≠ j → w i x = 0 ∨ w j x = 0) := by
  have hl := lower_gap hP hw
  have hu := upper_gap hP hw
  have pl : 0 ≤ ∑ x, ∑ i, ∑ j, (‖w i x‖ ^ 2 - ‖w j x‖ ^ 2) ^ 2 := by positivity
  have pu : 0 ≤ ∑ x, ∑ i, ∑ j ∈ Finset.univ.erase i, ‖w i x‖ ^ 2 * ‖w j x‖ ^ 2 := by
    positivity
  refine ⟨by linarith, by linarith, ⟨fun h i j x => ?_, fun h => ?_⟩,
    ⟨fun h i j x hij => ?_, fun h => ?_⟩⟩
  · -- a vanishing sum of squares has vanishing terms
    have h0 : ∑ x, ∑ i, ∑ j, (‖w i x‖ ^ 2 - ‖w j x‖ ^ 2) ^ 2 = 0 := by linarith
    have h1 := (Finset.sum_eq_zero_iff_of_nonneg (fun x _ => by positivity)).1 h0 x
      (Finset.mem_univ x)
    have h2 := (Finset.sum_eq_zero_iff_of_nonneg (fun i _ => by positivity)).1 h1 i
      (Finset.mem_univ i)
    have h3 := (Finset.sum_eq_zero_iff_of_nonneg (fun j _ => by positivity)).1 h2 j
      (Finset.mem_univ j)
    exact sub_eq_zero.1 ((pow_eq_zero_iff two_ne_zero).1 h3)
  · have h0 : ∑ x, ∑ i, ∑ j, (‖w i x‖ ^ 2 - ‖w j x‖ ^ 2) ^ 2 = 0 :=
      Finset.sum_eq_zero fun x _ => Finset.sum_eq_zero fun i _ =>
        Finset.sum_eq_zero fun j _ => by rw [h i j x]; ring
    linarith
  · have h0 : ∑ x, ∑ i, ∑ j ∈ Finset.univ.erase i, ‖w i x‖ ^ 2 * ‖w j x‖ ^ 2 = 0 := by
      linarith
    have h1 := (Finset.sum_eq_zero_iff_of_nonneg (fun x _ => by positivity)).1 h0 x
      (Finset.mem_univ x)
    have h2 := (Finset.sum_eq_zero_iff_of_nonneg (fun i _ => by positivity)).1 h1 i
      (Finset.mem_univ i)
    have h3 := (Finset.sum_eq_zero_iff_of_nonneg (fun j _ => by positivity)).1 h2 j
      (Finset.mem_erase.2 ⟨hij.symm, Finset.mem_univ j⟩)
    exact (mul_eq_zero.1 h3).imp
      (fun h => norm_eq_zero.1 ((pow_eq_zero_iff two_ne_zero).1 h))
      (fun h => norm_eq_zero.1 ((pow_eq_zero_iff two_ne_zero).1 h))
  · have h0 : ∑ x, ∑ i, ∑ j ∈ Finset.univ.erase i, ‖w i x‖ ^ 2 * ‖w j x‖ ^ 2 = 0 :=
      Finset.sum_eq_zero fun x _ => Finset.sum_eq_zero fun i _ =>
        Finset.sum_eq_zero fun j hj => by
          rcases h i j x (Finset.ne_of_mem_erase hj).symm with h | h <;> simp [h]
    linarith

/-- Two orbitals on four sites, each spread evenly over its own pair of sites. -/
def bondOrbitals : Fin 2 → Fin 4 → ℂ :=
  ![![⟨1/2, 1/2⟩, ⟨1/2, 1/2⟩, 0, 0], ![0, 0, ⟨1/2, 1/2⟩, ⟨1/2, 1/2⟩]]

/-- Two orbitals on four sites, each spread evenly over all of them. -/
def bandOrbitals : Fin 2 → Fin 4 → ℂ :=
  ![![⟨1/2, 0⟩, ⟨1/2, 0⟩, ⟨1/2, 0⟩, ⟨1/2, 0⟩],
    ![⟨1/2, 0⟩, ⟨1/2, 0⟩, ⟨-1/2, 0⟩, ⟨-1/2, 0⟩]]

/-- The bond orbitals and the band orbitals are orthonormal bases of the range of one and the
same projector, with self-repulsion 1 and 1/2. -/
theorem selfRepulsion_witness :
    IsProjector (orbitalProjector bondOrbitals) ∧
    IsOrbitalBasis (orbitalProjector bondOrbitals) bondOrbitals ∧
    IsOrbitalBasis (orbitalProjector bondOrbitals) bandOrbitals ∧
    selfRepulsion bondOrbitals = 1 ∧ selfRepulsion bandOrbitals = 1 / 2 := by
  have h1 : IsOrthonormal bondOrbitals := by
    intro i j
    fin_cases i <;> fin_cases j <;> apply Complex.ext <;>
      norm_num [bondOrbitals, dotProduct, Fin.sum_univ_succ]
  have h2 : IsOrthonormal bandOrbitals := by
    intro i j
    fin_cases i <;> fin_cases j <;> apply Complex.ext <;>
      norm_num [bandOrbitals, dotProduct, Fin.sum_univ_succ]
  have hPQ : orbitalProjector bondOrbitals = orbitalProjector bandOrbitals := by
    ext x y
    fin_cases x <;> fin_cases y <;> apply Complex.ext <;>
      norm_num [orbitalProjector, bondOrbitals, bandOrbitals, Fin.sum_univ_succ]
  have key : ∀ z : ℂ, ‖z‖ ^ 4 = (z.re * z.re + z.im * z.im) ^ 2 := fun z => by
    rw [← Complex.normSq_apply, ← Complex.sq_norm]
    ring
  refine ⟨(orbitalProjector_spec h1).1, (orbitalProjector_spec h1).2, ?_, ?_, ?_⟩
  · rw [hPQ]
    exact (orbitalProjector_spec h2).2
  · simp only [selfRepulsion, key]
    norm_num [bondOrbitals, Fin.sum_univ_succ]
  · simp only [selfRepulsion, key]
    norm_num [bandOrbitals, Fin.sum_univ_succ]

end

end SelfRepulsionLocalization
```

```lean
#print axioms SelfRepulsionLocalization.selfRepulsion_bounds
```

```
'SelfRepulsionLocalization.selfRepulsion_bounds' depends on axioms: [propext, Classical.choice, Quot.sound]
```

## Orbitals, projector and self-repulsion

The sites form the finite type `X`, and an orbital `w i` is a complex function on them. `IsProjector` says that $P$ is Hermitian and $P^2=P$. `IsOrbitalBasis` says that the orbitals are orthonormal, with the conjugate on the left factor of the overlap, and that their span is the range of $P$.

Write $n_i(x)=|w_i(x)|^2$ for the density of orbital $i$. Then `selfRepulsion w` is
$$S=\sum_i\sum_x n_i(x)^2 ,$$
the self-repulsion for a purely on-site interaction, without its coupling constant. Longer-ranged repulsion, spin and exchange-correlation terms are left out of the model.

The theorem `selfRepulsion_bounds` states four things:

- $\sum_x P_{xx}^2\le N S$;
- $S\le\sum_x P_{xx}^2$;
- the first is an equality exactly when all orbital densities coincide at every site;
- the second is an equality exactly when no two different orbitals are nonzero at the same site.

The code writes `(P x x).re` because matrix entries are complex; the diagonal of a Hermitian matrix is real, so nothing is lost. Since the lower bound is multiplied by $N$, the statement also holds for $N=0$, where every term vanishes. For $N=1$ the two bounds meet, and $S=\sum_x P_{xx}^2$.

## The projector fixes the total density

Let $Q=\sum_i|w_i\rangle\langle w_i|$, which is `orbitalProjector w`. It acts as $Qv=\sum_i\langle w_i|v\rangle w_i$ (`orbitalProjector_mulVec`), so $Qv$ always lies in the span of the orbitals. Orthonormality gives $Qw_j=w_j$, and by linearity $Q$ fixes the whole span; `orbitalProjector_fixes` proves this by induction over the span. Hence $Q^2=Q$ and the range of $Q$ is the span. Since $Q$ is also Hermitian, this gives `orbitalProjector_spec`.

`projector_eq` then shows $P=Q$. Every $Pv$ lies in the span, so $QP=P$. Every $Qv$ lies in the range of $P$, so $Qv=Pu$ for some $u$, and $PQv=P^2u=Pu=Qv$; thus $PQ=Q$. The adjoint of $QP=P$ is $PQ=P$, and so $P=Q$. Its diagonal is
$$P_{xx}=\sum_i n_i(x),$$
which is `diagonal_eq_density`.

## Two identities measure the distance to each bound

At a fixed site, expanding the square gives
$$\sum_{i,j}(n_i-n_j)^2=2N\sum_i n_i^2-2\Big(\sum_i n_i\Big)^2 .$$
This is the step `point` in `lower_gap`. Summing over sites and halving,
$$NS-\sum_xP_{xx}^2=\tfrac12\sum_x\sum_{i,j}\big(n_i(x)-n_j(x)\big)^2 .$$

Expanding $P_{xx}^2$ and removing the terms with $j=i$, which `upper_gap` does with `Finset.add_sum_erase`, gives
$$\sum_xP_{xx}^2-S=\sum_x\sum_{i\ne j}n_i(x)\,n_j(x).$$

Both right-hand sides are nonnegative, and `linarith` turns that into the bounds. At equality a sum of nonnegative terms vanishes, so each term does: $n_i(x)=n_j(x)$ in the first case, $w_i(x)=0$ or $w_j(x)=0$ in the second. Conversely, either condition makes the corresponding sum zero.

## One projector, two values

In `selfRepulsion_witness`, each bond orbital has density $\frac12$ on its own two of four sites, and each band orbital has density $\frac14$ on all four. An entry-by-entry check shows that both sets give the same projector. Here $P_{xx}=\frac12$, so the bounds are $\frac12$ and $1$; the band orbitals reach the lower, the bond orbitals the upper.

It would be wrong to read the bounds as the minimum and maximum over all bases for every $P$. On three sites, let $P$ project onto the vectors orthogonal to $(1,1,1)$. Two orbitals without a common site would force one of them onto a single site, and such an orbital is not orthogonal to $(1,1,1)$, so the upper bound is not reached.

The bond and band orbitals also show that, in this finite lattice model, a self-interaction correction that subtracts a nonzero multiple of $S$ can change under a unitary rotation among the occupied orbitals, although every such rotation leaves the total density unchanged.
